# The Dudarev potential shifts levels by ±U/2 when the occupation matrix is idempotent and commutes with the Hamiltonian

Treat the whole orbital space as one correlated subspace. Let $H$ be its Hamiltonian matrix and $n$ its occupation matrix, with $n^2 = n$ and $Hn = nH$. Add the Dudarev potential

$$V = U\left(\tfrac12 - n\right)$$

with real $U$. Then a real number $E$ is a level of $H+V$ exactly when $H$ has an occupied orbital at $E + U/2$ or an empty orbital at $E - U/2$. Occupied levels move down by $U/2$, empty levels move up by $U/2$, and no other real levels appear. The energy of an empty orbital minus that of an occupied one always increases by $U$.

An orbital is a nonzero vector $v$ with $Hv = ev$ for a real energy $e$. It is occupied if $nv = v$ and empty if $nv = 0$.

The parameter $U$ stands for the effective on-site repulsion. The potential is the derivative of the energy correction $\frac U2 \operatorname{Tr}(n - n^2)$, which contributes a curvature $-U$ in each occupation number and so offsets a spurious curvature $+U$ in the uncorrected energy.

## Testing a DFT+U implementation with frozen occupations

A DFT+U code builds $V$ from the current occupation matrix and adds it to the Hamiltonian. In a finite model whose single correlated subspace is the whole orbital space, and with $n$ held fixed, the resulting spectrum is known in advance, which makes the model a convenient test case:

1. Diagonalise a Hermitian $H$ in an orthonormal basis.
2. Choose some of the orthonormal eigenvectors as occupied and set $n = \sum_{\text{occ}} v v^\dagger$. This matrix is idempotent and commutes with $H$.
3. Diagonalise $H + V$ without updating $n$, and compare the levels with $e - U/2$ and $e + U/2$.

The levels should be compared one by one, and not only through the gap. A code that leaves out the $\frac12$ and adds $-Un$ moves occupied levels by $-U$ and empty ones by $0$, so its splittings still grow by $U$.

The occupation matrix belongs to one spin channel. A spin-summed matrix with occupations $0$ and $2$ satisfies $n^2 = 2n$ instead, and its filled orbitals would move by $-3U/2$.

If an occupied and an empty orbital of $H$ are degenerate, diagonalising $H$ again after $n$ has been fixed may return mixtures of the two, for which $nv$ is neither $v$ nor $0$. The statement about levels still holds, but a comparison vector by vector would fail.

## From the action of V to the full spectrum

**Action on a vector.** Multiplying out the definition gives

$$Vv = \tfrac U2 v - U\,nv.$$

**Shift of an orbital.** Suppose $Hv = ev$ and $nv = fv$ with a real occupation $f$. Then

$$(H+V)v = ev + \tfrac U2 v - Uf\,v = \left[e + U\left(\tfrac12 - f\right)\right]v.$$

For $f = 1$ the energy becomes $e - U/2$, and for $f = 0$ it becomes $e + U/2$. Neither idempotency nor commutation has been used.

**Splitting.** A nonzero vector has only one energy, since $av = a'v$ gives $(a-a')v = 0$ and hence $a = a'$. Let $v$ be occupied at $e$ and $w$ empty at $e'$. Their energies in the corrected Hamiltonian must then be $e - U/2$ and $e' + U/2$, and

$$\left(e' + \tfrac U2\right) - \left(e - \tfrac U2\right) = (e' - e) + U.$$

**No other levels.** Let $w$ be any orbital of $H+V$ with energy $E$. From $Hw + \frac U2 w - U\,nw = Ew$ it follows that

$$Hw = \left(E - \tfrac U2\right)w + U\,nw.$$

If $nw = 0$, the last term vanishes, and $w$ is an empty orbital of $H$ at $E - U/2$.

If $nw \neq 0$, put $u = nw$. Idempotency gives $nu = n^2w = nw = u$, so $u$ is occupied. Commutation and idempotency together give

$$Hu = nHw = \left(E - \tfrac U2\right)nw + U\,n^2w = \left(E + \tfrac U2\right)u.$$

So $u$ is an occupied orbital of $H$ at $E + U/2$. The converse direction is the shift already computed.

**Forbidden window.** Suppose all occupied levels of $H$ lie at or below $a$ and all empty ones at or above $b$. A corrected level $E$ comes either from an occupied level, so that $E + U/2 \le a$, or from an empty one, so that $E - U/2 \ge b$. Hence

$$E \le a - \tfrac U2 \quad\text{or}\quad E \ge b + \tfrac U2.$$

## A dimer with on-site energy 1, hopping 2 and U = 4

Take two equivalent sites and fill the normalised bonding orbital $(1,1)/\sqrt2$:

$$H = \begin{pmatrix} 1 & -2\\ -2 & 1\end{pmatrix},\qquad
n = \begin{pmatrix} \tfrac12 & \tfrac12\\ \tfrac12 & \tfrac12\end{pmatrix}.$$

The bonding level is $1 - 2 = -1$ and the antibonding level, with orbital $(1,-1)/\sqrt2$, is $1 + 2 = 3$. The potential and the corrected Hamiltonian are

$$V = \begin{pmatrix} 0 & -2\\ -2 & 0\end{pmatrix},\qquad
H + V = \begin{pmatrix} 1 & -4\\ -4 & 1\end{pmatrix}.$$

The new levels are $-3$ and $5$. Each has moved by $U/2 = 2$, and the splitting has grown from $4$ to $8$. In this dimer the correction acts as additional hopping of size $U/2$, because both sites are treated as one correlated subspace and $n$ keeps its intersite elements. Standard DFT+U with a separate subspace on each site would keep only the on-site occupations $\tfrac12$, and its potential would vanish here.

Commutation matters here. If the electron is placed on the first site instead, $n = \operatorname{diag}(1,0)$ is still idempotent but doesn't commute with $H$. The corrected levels are then $1 \pm 2\sqrt2$, with a splitting of about $5.66$ instead of $8$.

## The Lean file

```lean
import Mathlib

open Matrix

namespace DudarevLevelShift

noncomputable section

variable {m : Type*} [Fintype m] [DecidableEq m]

/-- The Dudarev potential `V = U (1/2 - n)` of an occupation matrix `n`. -/
def dudarev (U : ℝ) (n : Matrix m m ℂ) : Matrix m m ℂ :=
  U • ((1 / 2 : ℝ) • (1 : Matrix m m ℂ) - n)

/-- The nonzero vector `v` is an orbital of the Hamiltonian `H` with energy `e`. -/
def IsOrbital (H : Matrix m m ℂ) (e : ℝ) (v : m → ℂ) : Prop :=
  v ≠ 0 ∧ H *ᵥ v = e • v

/-- The Dudarev potential acts on a vector as `V v = (U/2) v - U n v`. -/
theorem dudarev_mulVec (U : ℝ) (n : Matrix m m ℂ) (v : m → ℂ) :
    dudarev U n *ᵥ v = (U / 2) • v - U • (n *ᵥ v) := by
  simp only [dudarev, Matrix.smul_mulVec, Matrix.sub_mulVec, Matrix.one_mulVec]
  module

/-- An orbital of `H` with occupation `f` remains an orbital when the Dudarev potential
is added, and its energy shifts by `U (1/2 - f)`. -/
theorem shift_of_occupation {H n : Matrix m m ℂ} {e f : ℝ} {v : m → ℂ} (U : ℝ)
    (hv : IsOrbital H e v) (hf : n *ᵥ v = f • v) :
    IsOrbital (H + dudarev U n) (e + U * (1 / 2 - f)) v := by
  refine ⟨hv.1, ?_⟩
  rw [Matrix.add_mulVec, dudarev_mulVec, hv.2, hf]
  module

/-- An occupied orbital is lowered by `U/2`. -/
theorem occupied_shift {H n : Matrix m m ℂ} {e : ℝ} {v : m → ℂ} (U : ℝ)
    (hv : IsOrbital H e v) (hn : n *ᵥ v = v) :
    IsOrbital (H + dudarev U n) (e - U / 2) v := by
  have h := shift_of_occupation (f := 1) U hv (by rw [one_smul]; exact hn)
  rwa [show e + U * (1 / 2 - 1) = e - U / 2 by ring] at h

/-- An empty orbital is raised by `U/2`. -/
theorem empty_shift {H n : Matrix m m ℂ} {e : ℝ} {v : m → ℂ} (U : ℝ)
    (hv : IsOrbital H e v) (hn : n *ᵥ v = 0) :
    IsOrbital (H + dudarev U n) (e + U / 2) v := by
  have h := shift_of_occupation (f := 0) U hv (by rw [zero_smul]; exact hn)
  rwa [show e + U * (1 / 2 - 0) = e + U / 2 by ring] at h

/-- If an occupied orbital `v` and an empty orbital `w` have energies `e` and `e'` without the
correction and `a` and `b` with it, then the difference `b - a` (empty minus occupied) equals `e' -
e` plus `U`. -/
theorem splitting_grows {H n : Matrix m m ℂ} {U e e' a b : ℝ} {v w : m → ℂ}
    (hv : IsOrbital H e v) (hnv : n *ᵥ v = v)
    (hw : IsOrbital H e' w) (hnw : n *ᵥ w = 0)
    (ha : IsOrbital (H + dudarev U n) a v) (hb : IsOrbital (H + dudarev U n) b w) :
    b - a = (e' - e) + U := by
  -- a nonzero vector determines its energy
  have h1 : a = e - U / 2 :=
    smul_left_injective ℝ ha.1 (ha.2.symm.trans (occupied_shift U hv hnv).2)
  have h2 : b = e' + U / 2 :=
    smul_left_injective ℝ hb.1 (hb.2.symm.trans (empty_shift U hw hnw).2)
  rw [h1, h2]
  ring

/-- For an idempotent occupation matrix commuting with `H`, the corrected Hamiltonian has a
level at `E` exactly when `H` has an occupied orbital at `E + U/2` or an empty orbital at
`E - U/2`. -/
theorem corrected_level_iff {H n : Matrix m m ℂ} (U E : ℝ)
    (hn : n * n = n) (hc : H * n = n * H) :
    (∃ w, IsOrbital (H + dudarev U n) E w) ↔
      (∃ v, IsOrbital H (E + U / 2) v ∧ n *ᵥ v = v) ∨
      (∃ v, IsOrbital H (E - U / 2) v ∧ n *ᵥ v = 0) := by
  constructor
  · rintro ⟨w, hw0, hw⟩
    rw [Matrix.add_mulVec, dudarev_mulVec] at hw
    have h : H *ᵥ w = (E - U / 2) • w + U • (n *ᵥ w) := by
      linear_combination (norm := module) hw
    by_cases h0 : n *ᵥ w = 0
    · -- no occupied component: `w` itself is an empty orbital of `H`
      refine Or.inr ⟨w, ⟨hw0, ?_⟩, h0⟩
      rw [h, h0, smul_zero, add_zero]
    · -- otherwise the occupied component `n w` is an orbital of `H`
      refine Or.inl ⟨n *ᵥ w, ⟨h0, ?_⟩, ?_⟩
      · rw [Matrix.mulVec_mulVec, hc, ← Matrix.mulVec_mulVec, h, Matrix.mulVec_add,
          Matrix.mulVec_smul, Matrix.mulVec_smul, Matrix.mulVec_mulVec, hn]
        module
      · rw [Matrix.mulVec_mulVec, hn]
  · rintro (⟨v, hv, hnv⟩ | ⟨v, hv, hnv⟩)
    · have h := occupied_shift U hv hnv
      rw [add_sub_cancel_right] at h
      exact ⟨v, h⟩
    · have h := empty_shift U hv hnv
      rw [sub_add_cancel] at h
      exact ⟨v, h⟩

/-- If the occupied levels of `H` lie at or below `a` and the empty ones at or above `b`,
then every level of the corrected Hamiltonian lies at or below `a - U/2` or at or above
`b + U/2`. -/
theorem corrected_gap {H n : Matrix m m ℂ} {U a b E : ℝ} {w : m → ℂ}
    (hn : n * n = n) (hc : H * n = n * H)
    (hocc : ∀ e v, IsOrbital H e v → n *ᵥ v = v → e ≤ a)
    (hemp : ∀ e v, IsOrbital H e v → n *ᵥ v = 0 → b ≤ e)
    (hw : IsOrbital (H + dudarev U n) E w) :
    E ≤ a - U / 2 ∨ b + U / 2 ≤ E := by
  rcases (corrected_level_iff U E hn hc).1 ⟨w, hw⟩ with ⟨v, hv, hnv⟩ | ⟨v, hv, hnv⟩
  · left
    linarith [hocc _ v hv hnv]
  · right
    linarith [hemp _ v hv hnv]

/-- Two equivalent sites with on-site energy `a` and hopping amplitude `-t`. -/
def dimer (a t : ℝ) : Matrix (Fin 2) (Fin 2) ℂ := !![(a : ℂ), -(t : ℂ); -(t : ℂ), (a : ℂ)]

/-- The occupation matrix of the dimer with the orbital `(1, 1)` filled. -/
def bondOccupation : Matrix (Fin 2) (Fin 2) ℂ := !![1 / 2, 1 / 2; 1 / 2, 1 / 2]

/-- The dimer's occupation matrix is idempotent and commutes with its Hamiltonian; the
orbital `(1, 1)` is occupied at energy `a - t` and `(1, -1)` is empty at `a + t`. -/
theorem dimer_witness (a t : ℝ) :
    bondOccupation * bondOccupation = bondOccupation ∧
    dimer a t * bondOccupation = bondOccupation * dimer a t ∧
    (IsOrbital (dimer a t) (a - t) ![1, 1] ∧ bondOccupation *ᵥ ![1, 1] = ![1, 1]) ∧
    (IsOrbital (dimer a t) (a + t) ![1, -1] ∧ bondOccupation *ᵥ ![1, -1] = 0) := by
  refine ⟨?_, ?_, ⟨⟨?_, ?_⟩, ?_⟩, ⟨⟨?_, ?_⟩, ?_⟩⟩
  · ext i j
    fin_cases i <;> fin_cases j <;>
      norm_num [bondOccupation, Matrix.mul_apply, Fin.sum_univ_two]
  · ext i j
    fin_cases i <;> fin_cases j <;>
      simp [bondOccupation, dimer, Matrix.mul_apply, Fin.sum_univ_two] <;> ring
  · intro h
    have h0 := congrFun h 0
    simp at h0
  · ext i
    fin_cases i <;> simp [dimer, Matrix.mulVec, dotProduct, Fin.sum_univ_two] <;> ring
  · ext i
    fin_cases i <;> norm_num [bondOccupation, Matrix.mulVec, dotProduct, Fin.sum_univ_two]
  · intro h
    have h0 := congrFun h 0
    simp at h0
  · ext i
    fin_cases i <;> simp [dimer, Matrix.mulVec, dotProduct, Fin.sum_univ_two]
  · ext i
    fin_cases i <;> norm_num [bondOccupation, Matrix.mulVec, dotProduct, Fin.sum_univ_two]

end

end DudarevLevelShift
```

```lean
#print axioms DudarevLevelShift.splitting_grows
-- 'DudarevLevelShift.splitting_grows' depends on axioms: [propext, Classical.choice, Quot.sound]
#print axioms DudarevLevelShift.corrected_level_iff
-- 'DudarevLevelShift.corrected_level_iff' depends on axioms: [propext, Classical.choice, Quot.sound]
#print axioms DudarevLevelShift.corrected_gap
-- 'DudarevLevelShift.corrected_gap' depends on axioms: [propext, Classical.choice, Quot.sound]
```

## How the Lean statements map to the model

The index type `m` labels the basis orbitals. It is finite, and its size is arbitrary. `H` and `n` are complex square matrices over `m`, while `U` and all energies are real. The notation `*ᵥ` is the product of a matrix with a vector, and `•` is multiplication by a scalar.

`dudarev U n` is the potential $V$. `IsOrbital H e v` says that `v` is nonzero and satisfies $Hv = ev$. It doesn't require normalisation, and the dimer theorem accordingly uses the vectors $(1,1)$ and $(1,-1)$. Being occupied or empty is expressed by the hypotheses `n *ᵥ v = v` and `n *ᵥ v = 0`.

- `shift_of_occupation` gives the shift $U(\frac12 - f)$ for any real $f$. `occupied_shift` and `empty_shift` are its cases $f = 1$ and $f = 0$.
- `splitting_grows` takes the energies `a` and `b` of the same two vectors in the corrected Hamiltonian and concludes that $b - a = (e' - e) + U$.
- `corrected_level_iff` is the equivalence stated at the start. Its hypotheses `hn` and `hc` are $n^2 = n$ and $Hn = nH$.
- `corrected_gap` is the forbidden window. It also assumes `hn` and `hc`, which its docstring doesn't repeat and without which the statement can fail. Here `a` and `b` are the bounds on the occupied and empty levels of $H$. The theorem excludes levels strictly between $a - U/2$ and $b + U/2$, which is informative when $b - a + U > 0$.
- `dimer_witness` shows that a concrete model meets the assumptions for all real on-site energies `a` and hopping parameters `t`. The filled orbital is the lower one when $t > 0$.

## How the proof follows the derivation

`dudarev_mulVec` is the formula for $Vv$. After the matrix product has been distributed, the tactic `module` settles the remaining identity between linear combinations of vectors. `shift_of_occupation` rewrites with this formula and with the two eigenvalue equations, and `module` collects the coefficients.

In `splitting_grows`, the uniqueness of an orbital's energy comes from `smul_left_injective`, applied to a vector known to be nonzero. The rest is arithmetic.

The forward direction of `corrected_level_iff` first solves the corrected eigenvalue equation for $Hw$, which is the step with `linear_combination`. The command `by_cases h0` then separates $nw = 0$ from $nw \ne 0$. In the second case, rewriting with `hc` moves $H$ past $n$, and rewriting with `hn` replaces $n^2$ by $n$, as in the calculation for $u$. The backward direction applies the two shift theorems.

`corrected_gap` feeds the two alternatives of the equivalence into the assumed bounds and finishes with `linarith`. `dimer_witness` checks the matrix and vector identities entry by entry.

## Which calculations the theorems cover

The theorems concern one fixed pair of matrices. Nothing is said about a self-consistent cycle, in which $n$ is recomputed and $H$ responds to the new density.

Idempotency and commutation are assumed, not derived from an occupation rule. In a typical DFT+U calculation each correlated atom has its own occupation matrix on a subspace of localised orbitals, while the Kohn–Sham orbitals extend beyond it. The projected occupations are then generally fractional, and the gap need not open by $U$. Fractional occupations, such as those from smearing, are covered by `shift_of_occupation` as long as the orbital is an exact eigenvector of $n$.

The eigenvalue problem is the ordinary one, $Hv = ev$. A code with a non-orthogonal basis solves $Hv = eSv$ with an overlap matrix $S$. The statements apply once the problem has been brought to the ordinary form, for example by transforming to an orthonormal basis.

Neither $H$ nor $n$ has to be Hermitian, but only real levels are described. For Hermitian matrices these are all the levels. The equivalence concerns the existence of a level at $E$ and doesn't count its degeneracy.

The sign of $U$ is free. For negative $U$ the same formulas hold, with occupied levels moving up and empty ones down.
